# Bending a straight chain by a fixed angle: the total squared displacement grows as the cube of the number of atoms

If an error in a Z-matrix angle is judged by its size in degrees alone, a long chain can end up far from where it should be. In a chain where each atom is placed relative to the ones just before it, the angle at a joint sets the direction of everything that follows, so an error that hardly moves the first atom can carry the last one several bond lengths away. Under a fixed step limit on angles in a geometry optimisation, the Cartesian step that is still allowed therefore grows with the length of the chain. The problems below work out the size of the effect for a rigid straight chain with one wrong bond angle and all other internal coordinates exact.

## The chain, its joint and its rotation

Changing a bond angle turns the later atoms about the normal to the plane of that angle. At 180° the three atoms lie on a line and define no plane; the axis is then the normal to the plane in which the chain is bent. The axis passes through the joint and is perpendicular to the chain. That the later atoms follow as a rigid body comes from the way a Z-matrix is built; the Lean code starts from the rotation and contains no Z-matrix.

```lean
import Mathlib

open Matrix Filter Topology

namespace ZMatrixLeverArm

noncomputable section
```

Positions are vectors in $\mathbb{R}^3$, written `Fin 3 → ℝ`, with `⬝ᵥ` for the dot product and `⨯₃` for the cross product. The joint is $p$, the axis direction is $a$, and the angle $t$ is in radians. Rodrigues' formula sends a position $r$ to

$$R(r) = p + \cos t\,(r-p) + \sin t\; a\times(r-p) + (1-\cos t)\,\bigl(a\cdot(r-p)\bigr)\,a .$$

It describes a rotation when $a$ is a unit vector, which the theorems assume as `ha`.

```lean
/-- Rodrigues' formula: the position `r` rotated by the angle `t` about the axis through the
joint `p` along the unit vector `a`. -/
def rotate (a p : Fin 3 → ℝ) (t : ℝ) (r : Fin 3 → ℝ) : Fin 3 → ℝ :=
  p + (Real.cos t • (r - p) + Real.sin t • (a ⨯₃ (r - p))
    + ((1 - Real.cos t) * (a ⬝ᵥ (r - p))) • a)
```

Errors are measured by the squared distance between two positions.

```lean
/-- The squared Euclidean distance between two positions. -/
def sqDist (x y : Fin 3 → ℝ) : ℝ := (x - y) ⬝ᵥ (x - y)
```

Atom $k$ sits at $r_k = p + kb\,u$, where $b$ is the bond length and $u$ the chain direction. The hypotheses `hu` and `hau` say that $u$ is a unit vector and perpendicular to $a$.

```lean
/-- Atom number `k` of a straight chain that leaves the joint `p` along the unit vector `u`
with bond length `b`. -/
def chainAtom (p u : Fin 3 → ℝ) (b : ℝ) (k : ℕ) : Fin 3 → ℝ := p + ((k : ℝ) * b) • u
```

The total error adds the squared displacements of atoms $1$ to $n$. Lean's index runs from $0$ to $n-1$, hence the `k + 1`. The total is a plain sum, with no average, no square root and no realignment of the two structures.

```lean
/-- The sum of the squared displacements of atoms `1` to `n` of the chain when it is rotated
by the angle `t` about the axis `a` through the joint. -/
def totalSqError (a p u : Fin 3 → ℝ) (b t : ℝ) (n : ℕ) : ℝ :=
  ∑ k ∈ Finset.range n,
    sqDist (rotate a p t (chainAtom p u b (k + 1))) (chainAtom p u b (k + 1))
```

## (a) The cosine in terms of the half angle

Show that $\cos t = 1 - 2\sin^2(t/2)$.

The double-angle formula gives $\cos t = 2\cos^2(t/2) - 1$. Replacing $\cos^2(t/2)$ by $1-\sin^2(t/2)$ gives the claim. In Lean, `linear_combination` adds the same two identities.

```lean
/-- The half-angle identity for the cosine. -/
lemma cos_eq_half (t : ℝ) : Real.cos t = 1 - 2 * Real.sin (t / 2) ^ 2 := by
  have h := Real.cos_two_mul (t / 2)
  rw [show 2 * (t / 2) = t by ring] at h
  linear_combination h + 2 * Real.sin_sq_add_cos_sq (t / 2)
```

## (b) The displacement of an atom anywhere in space

For a unit axis $a$ and any position $r$, show that

$$|R(r)-r|^2 = 4\sin^2(t/2)\,|a\times(r-p)|^2 .$$

Write $v=r-p$ and $w=a\times v$. The code calls the vector $w$ the lever arm; its length is the distance of the atom from the axis. Subtracting $r$ from Rodrigues' formula leaves

$$R(r)-r = -(1-\cos t)\,\bigl(v-(a\cdot v)a\bigr) + \sin t\; w .$$

The vector $w$ is perpendicular to both $v$ and $a$, so the cross terms vanish. Since $|a|=1$, Lagrange's identity gives $|v-(a\cdot v)a|^2 = |v|^2-(a\cdot v)^2 = |w|^2$. Hence

$$|R(r)-r|^2 = \bigl[(1-\cos t)^2+\sin^2 t\bigr]|w|^2 = 2(1-\cos t)\,|w|^2 ,$$

and (a) turns $2(1-\cos t)$ into $4\sin^2(t/2)$.

In the proof, `hd` is the displacement, `e1` to `e4` are the perpendicularities and `e6` is Lagrange's identity. The last line combines $\sin^2 t+\cos^2 t=1$ with (a).

```lean
/-- Rotation about a unit axis `a` through `p` displaces an atom at any position `r` by a
squared distance `4 sin²(t/2)` times the squared length of the lever arm `a × (r - p)`. -/
theorem sqDist_rotate (a p r : Fin 3 → ℝ) (t : ℝ) (ha : a ⬝ᵥ a = 1) :
    sqDist (rotate a p t r) r =
      4 * Real.sin (t / 2) ^ 2 * ((a ⨯₃ (r - p)) ⬝ᵥ (a ⨯₃ (r - p))) := by
  have h1 := Real.sin_sq_add_cos_sq t
  have h2 := cos_eq_half t
  -- the displacement depends only on the position relative to the joint
  have hd : rotate a p t r - r = (Real.cos t - 1) • (r - p) + Real.sin t • (a ⨯₃ (r - p))
      + ((1 - Real.cos t) * (a ⬝ᵥ (r - p))) • a := by
    unfold rotate
    module
  rw [sqDist, hd]
  generalize r - p = v
  -- the lever arm is perpendicular to both the axis and the relative position
  have e1 : v ⬝ᵥ (a ⨯₃ v) = 0 := dot_cross_self a v
  have e2 : a ⬝ᵥ (a ⨯₃ v) = 0 := dot_self_cross a v
  have e3 : (a ⨯₃ v) ⬝ᵥ v = 0 := by rw [dotProduct_comm, e1]
  have e4 : (a ⨯₃ v) ⬝ᵥ a = 0 := by rw [dotProduct_comm, e2]
  have e5 : v ⬝ᵥ a = a ⬝ᵥ v := dotProduct_comm v a
  -- its squared length, by Lagrange's identity
  have e6 : (a ⨯₃ v) ⬝ᵥ (a ⨯₃ v) = v ⬝ᵥ v - (a ⬝ᵥ v) ^ 2 := by
    rw [cross_dot_cross, ha, e5]
    ring
  simp only [dotProduct_add, add_dotProduct, dotProduct_smul, smul_dotProduct, smul_eq_mul,
    ha, e1, e2, e3, e4, e5, e6]
  linear_combination (v ⬝ᵥ v - (a ⬝ᵥ v) ^ 2) * (h1 - 2 * h2)
```

## (c) The displacement of atom $k$

For the perpendicular chain, show that

$$|R(r_k)-r_k|^2 = \bigl(2kb\sin(t/2)\bigr)^2 .$$

Here $r_k-p = kb\,u$, so the squared lever arm is $k^2b^2\,|a\times u|^2$. Lagrange's identity gives $|a\times u|^2 = |a|^2|u|^2-(a\cdot u)^2 = 1$. Inserting $k^2b^2$ into (b) gives the result. Lean makes the same substitution through `hk` and expands the cross product with `cross_dot_cross`.

```lean
/-- In a straight chain perpendicular to the unit rotation axis, atom `k` is displaced by the chord
of length `|2 k b sin(t/2)|`, here stated in squared form. -/
theorem sqDist_chainAtom (a p u : Fin 3 → ℝ) (b t : ℝ) (k : ℕ)
    (ha : a ⬝ᵥ a = 1) (hu : u ⬝ᵥ u = 1) (hau : a ⬝ᵥ u = 0) :
    sqDist (rotate a p t (chainAtom p u b k)) (chainAtom p u b k) =
      (2 * (k * b) * Real.sin (t / 2)) ^ 2 := by
  have hk : chainAtom p u b k - p = ((k : ℝ) * b) • u := by simp [chainAtom]
  have hua : u ⬝ᵥ a = 0 := by rw [dotProduct_comm, hau]
  rw [sqDist_rotate a p _ t ha, hk, cross_dot_cross]
  simp only [dotProduct_smul, smul_dotProduct, smul_eq_mul, ha, hu, hau, hua]
  ring
```

## (d) The sum over the chain

Show that the total squared error $E_n$ of atoms $1$ to $n$ is

$$E_n = \tfrac23\sin^2(t/2)\,b^2\,n(n+1)(2n+1) .$$

By (c), $E_n = 4\sin^2(t/2)\,b^2\sum_{k=1}^n k^2$. The sum of squares is $n(n+1)(2n+1)/6$. This holds for $n=0$, and adding the next square preserves it:

$$\frac{n(n+1)(2n+1)}{6}+(n+1)^2 = \frac{(n+1)(2n^2+7n+6)}{6} = \frac{(n+1)(n+2)(2n+3)}{6} .$$

Lean runs this induction on $E_n$ itself: `Finset.sum_range_succ` splits off the last atom, (c) evaluates it, and `ring` does the algebra.

```lean
/-- When a straight chain with bond length `b` is rotated by `t` about a perpendicular axis
through the joint, the squared displacements of its first `n` atoms sum to
`(2/3) sin²(t/2) b² n (n + 1) (2 n + 1)`. -/
theorem totalSqError_eq (a p u : Fin 3 → ℝ) (b t : ℝ) (n : ℕ)
    (ha : a ⬝ᵥ a = 1) (hu : u ⬝ᵥ u = 1) (hau : a ⬝ᵥ u = 0) :
    totalSqError a p u b t n =
      2 / 3 * Real.sin (t / 2) ^ 2 * b ^ 2 * (n * (n + 1) * (2 * n + 1)) := by
  unfold totalSqError
  induction n with
  | zero => simp
  | succ n ih =>
    rw [Finset.sum_range_succ, ih, sqDist_chainAtom a p u b t (n + 1) ha hu hau]
    push_cast
    ring
```

## (e) Cubic growth

Let $b\neq0$ and $\sin(t/2)\neq0$, so that the bonds have length and the error is not a whole number of turns. Show that

$$\frac{E_n}{n^3}\;\to\;\tfrac43\sin^2(t/2)\,b^2 \;>\; 0 \qquad (n\to\infty).$$

For $n\ge1$, dividing (d) by $n^3$ gives

$$\frac{E_n}{n^3} = \tfrac23\sin^2(t/2)\,b^2\Bigl(1+\frac1n\Bigr)\Bigl(2+\frac1n\Bigr) ,$$

and the brackets tend to $1$ and $2$. The limit is positive because both squares are. In Lean, `h1` is the limit of the right-hand side, and the lines after `filter_upwards` show that the two sides agree for every $n>0$.

```lean
/-- For a nonzero bond length and an angle error that is not a whole number of turns
(`sin(t/2) ≠ 0`), the total squared error of a chain perpendicular to the axis, divided by
`n³`, tends to the positive constant `(4/3) sin²(t/2) b²`. -/
theorem totalSqError_cubic_growth (a p u : Fin 3 → ℝ) (b t : ℝ)
    (ha : a ⬝ᵥ a = 1) (hu : u ⬝ᵥ u = 1) (hau : a ⬝ᵥ u = 0)
    (hb : b ≠ 0) (ht : Real.sin (t / 2) ≠ 0) :
    0 < 4 / 3 * Real.sin (t / 2) ^ 2 * b ^ 2 ∧
    Tendsto (fun n : ℕ => totalSqError a p u b t n / (n : ℝ) ^ 3) atTop
      (𝓝 (4 / 3 * Real.sin (t / 2) ^ 2 * b ^ 2)) := by
  refine ⟨by positivity, ?_⟩
  have h0 : Tendsto (fun n : ℕ => 1 / (n : ℝ)) atTop (𝓝 0) :=
    tendsto_one_div_atTop_nhds_zero_nat
  -- the quotient is a constant times (1 + 1/n) (2 + 1/n)
  have h1 := ((h0.const_add 1).mul (h0.const_add 2)).const_mul
    (2 / 3 * Real.sin (t / 2) ^ 2 * b ^ 2)
  rw [show 2 / 3 * Real.sin (t / 2) ^ 2 * b ^ 2 * ((1 + 0) * (2 + 0))
    = 4 / 3 * Real.sin (t / 2) ^ 2 * b ^ 2 by ring] at h1
  refine h1.congr' ?_
  filter_upwards [eventually_gt_atTop 0] with n hn
  have hn' : (n : ℝ) ≠ 0 := Nat.cast_ne_zero.mpr hn.ne'
  have hi : 1 / (n : ℝ) * n = 1 := one_div_mul_cancel hn'
  rw [totalSqError_eq a p u b t n ha hu hau, eq_div_iff (pow_ne_zero 3 hn')]
  generalize 1 / (n : ℝ) = i at hi ⊢
  linear_combination
    2 / 3 * Real.sin (t / 2) ^ 2 * b ^ 2 * n * (3 * n + i * n + 1) * hi
```

## (f) The small-angle estimate as an upper bound

For small $t$, atom $k$ moves by about $kb|t|$. Show that the total found from this estimate is never too small, whatever the angle:

$$E_n \le \frac{t^2b^2\,n(n+1)(2n+1)}{6} .$$

From $|\sin x|\le|x|$ with $x=t/2$ follows $\sin^2(t/2)\le t^2/4$. Multiplying by the non-negative factor $\tfrac23b^2n(n+1)(2n+1)$ and using (d) gives the bound. Lean obtains the sine inequality, `hs`, from $1-t^2/2\le\cos t$ and (a).

```lean
/-- For a chain perpendicular to the axis, the small-angle estimate
`t² b² n (n + 1) (2 n + 1) / 6` is an upper bound on the total squared error at every angle. -/
theorem totalSqError_le_linearised (a p u : Fin 3 → ℝ) (b t : ℝ) (n : ℕ)
    (ha : a ⬝ᵥ a = 1) (hu : u ⬝ᵥ u = 1) (hau : a ⬝ᵥ u = 0) :
    totalSqError a p u b t n ≤ t ^ 2 * b ^ 2 * (n * (n + 1) * (2 * n + 1)) / 6 := by
  have hs : Real.sin (t / 2) ^ 2 ≤ t ^ 2 / 4 := by
    have h := Real.one_sub_sq_div_two_le_cos (x := t)
    rw [cos_eq_half t] at h
    linarith
  have hc : 0 ≤ b ^ 2 * ((n : ℝ) * (n + 1) * (2 * n + 1)) := by positivity
  rw [totalSqError_eq a p u b t n ha hu hau]
  have h := mul_le_mul_of_nonneg_right hs hc
  linarith
```

## (g) Two atoms and a half turn

Take the axis along $z$, the chain along $x$, the joint at the origin, $b=1$ and $t=\pi$. Check that the directions meet the hypotheses and that $E_2=20$.

The two directions are perpendicular unit vectors. The half turn sends the atoms at $x=1$ and $x=2$ to $x=-1$ and $x=-2$. They move by $2$ and $4$, and $4+16=20$. The half turn is chosen for easy arithmetic and is not a realistic bond-angle error: it would take an angle of 180° to 0° and fold the chain back along the bond before the joint. Lean verifies the three dot products and then evaluates (d) with $\sin(\pi/2)=1$.

```lean
/-- The `z` axis and a chain along `x` are orthonormal directions, and a half turn of two atoms
with unit bonds about the origin gives the total squared displacement `20`. -/
theorem totalSqError_witness :
    (![0, 0, 1] : Fin 3 → ℝ) ⬝ᵥ ![0, 0, 1] = 1 ∧
    (![1, 0, 0] : Fin 3 → ℝ) ⬝ᵥ ![1, 0, 0] = 1 ∧
    (![0, 0, 1] : Fin 3 → ℝ) ⬝ᵥ ![1, 0, 0] = 0 ∧
    totalSqError ![0, 0, 1] 0 ![1, 0, 0] 1 Real.pi 2 = 20 := by
  have ha : (![0, 0, 1] : Fin 3 → ℝ) ⬝ᵥ ![0, 0, 1] = 1 := by
    simp [dotProduct, Fin.sum_univ_three]
  have hu : (![1, 0, 0] : Fin 3 → ℝ) ⬝ᵥ ![1, 0, 0] = 1 := by
    simp [dotProduct, Fin.sum_univ_three]
  have hau : (![0, 0, 1] : Fin 3 → ℝ) ⬝ᵥ ![1, 0, 0] = 0 := by
    simp [dotProduct, Fin.sum_univ_three]
  refine ⟨ha, hu, hau, ?_⟩
  rw [totalSqError_eq _ _ _ _ _ _ ha hu hau, Real.sin_pi_div_two]
  norm_num

end

end ZMatrixLeverArm
```

```lean
#print axioms ZMatrixLeverArm.totalSqError_cubic_growth
#print axioms ZMatrixLeverArm.totalSqError_le_linearised
```

```
'ZMatrixLeverArm.totalSqError_cubic_growth' depends on axioms: [propext, Classical.choice, Quot.sound]
'ZMatrixLeverArm.totalSqError_le_linearised' depends on axioms: [propext, Classical.choice, Quot.sound]
```
